# Distinct plane waves on a shifted integer grid of wavevectors are linearly independent

The theorem `planeWave_independent` concerns the unnormalised plane waves exp(i(G + G₀/2)·x) in three dimensions, where G and G₀ have integer components and G₀ is the same for every wave. If a finite sum of such waves with complex coefficients, taken over distinct G, vanishes at every real x, then every coefficient in the sum is zero. The proof treats each wave as a multiplicative character of the group of translations. It shows that different G give different characters, by finding a shift at which the two waves have opposite signs, and then applies Mathlib's theorem that distinct characters are linearly independent.

As first written in Lean, the proof fails:

```lean
import Mathlib

open ComplexConjugate

namespace PlaneWaveIndependent

noncomputable section

/-- Reciprocal lattice vectors, given by three integer components. -/
abbrev Grid := Fin 3 → ℤ

/-- The plane wave `exp(i (G + G₀/2)·x)`. -/
def planeWave (G₀ G : Grid) (x : Fin 3 → ℝ) : ℂ :=
  Complex.exp (Complex.I * ((∑ j, ((G j : ℝ) + (G₀ j : ℝ) / 2) * x j : ℝ) : ℂ))

/-- A plane wave as a character of the group of translations. -/
def waveChar (G₀ G : Grid) : Multiplicative (Fin 3 → ℝ) →* ℂ where
  toFun x := planeWave G₀ G (Multiplicative.toAdd x)
  map_one' := by simp [planeWave]
  map_mul' x y := by
    simp only [planeWave, toAdd_mul, Pi.add_apply, ← Complex.exp_add]
    congr 1
    simp only [Fin.sum_univ_three]
    push_cast
    ring

/-- A finite combination of plane waves that vanishes everywhere has zero coefficients. -/
theorem planeWave_independent (G₀ : Grid) (S : Finset Grid) (d : Grid → ℂ)
    (h : ∀ x, ∑ G ∈ S, d G * planeWave G₀ G x = 0) : ∀ G ∈ S, d G = 0 := by
  have hinj : Function.Injective (waveChar G₀) := by
    intro G G' hGG
    funext j
    by_contra hne
    have hd : (G j : ℝ) - (G' j : ℝ) ≠ 0 := sub_ne_zero.mpr (by exact_mod_cast hne)
    -- a shift along axis j that gives the two waves opposite signs
    obtain ⟨t, ht⟩ : ∃ t : ℝ, ((G j : ℝ) - (G' j : ℝ)) * t = Real.pi :=
      ⟨Real.pi / ((G j : ℝ) - (G' j : ℝ)), by field_simp⟩
    have hs : ∀ K : Grid, planeWave G₀ K (Pi.single j t) =
        Complex.exp (Complex.I * ((((K j : ℝ) + (G₀ j : ℝ) / 2) * t : ℝ) : ℂ)) := by
      intro K
      have e : ∑ i, ((K i : ℝ) + (G₀ i : ℝ) / 2) * (Pi.single j t : Fin 3 → ℝ) i
          = ((K j : ℝ) + (G₀ j : ℝ) / 2) * t := by simp [Pi.single_apply]
      simp only [planeWave, e]
    have hx : planeWave G₀ G (Pi.single j t) = planeWave G₀ G' (Pi.single j t) :=
      DFunLike.congr_fun hGG (Multiplicative.ofAdd (Pi.single j t))
    have hp : ((G j : ℝ) + (G₀ j : ℝ) / 2) * t
        = ((G' j : ℝ) + (G₀ j : ℝ) / 2) * t + Real.pi := by linear_combination ht
    rw [hs G, hs G', hp, Complex.ofReal_add, mul_add, Complex.exp_add,
      mul_comm Complex.I (Real.pi : ℂ), Complex.exp_pi_mul_I] at hx
    refine Complex.exp_ne_zero
      (Complex.I * ((((G' j : ℝ) + (G₀ j : ℝ) / 2) * t : ℝ) : ℂ)) ?_
    linear_combination (-1 / 2) * hx
  -- distinct characters are linearly independent
  have li := (linearIndependent_monoidHom (Multiplicative (Fin 3 → ℝ)) ℂ).comp _ hinj
  rw [linearIndependent_iff'] at li
  refine li S d ?_
  funext x
  simpa [Finset.sum_apply, waveChar] using h (Multiplicative.toAdd x)

end

end PlaneWaveIndependent
```

The compiler's answer:

```
Main.lean:45:6: error: (deterministic) timeout at `whnf`, maximum number of heartbeats (200000) has been reached

Note: Use `set_option maxHeartbeats <num>` to set the limit.

Hint: Additional diagnostic information may be available using the `set_option diagnostics true` command.
Main.lean:27:0: error: (deterministic) timeout at `whnf`, maximum number of heartbeats (200000) has been reached

Note: Use `set_option maxHeartbeats <num>` to set the limit.

Hint: Additional diagnostic information may be available using the `set_option diagnostics true` command.
```

Diagnosis. Both messages say that Lean ran out of heartbeats in `whnf`, the procedure that unfolds terms. The first points to the proof of `hx`. There `DFunLike.congr_fun` gives an equality between values of `waveChar`, but the stated type is an equality between values of `planeWave`. The two agree by definition, yet Lean had to find that out by unfolding while it was still elaborating the term, and it did not finish. The second message reports the same limit for the whole declaration and names no further step.

The repair proves the link once, as `happ`, by `rfl` for a general wave and point. `hx` is then stated without a target type, so there is nothing to match, and `rw` turns it into the `planeWave` form with `happ` and `toAdd_ofAdd`. The annotation `Fin 3 → ℝ` supplies the type of `Pi.single j t` explicitly.

The last change replaces the closing `simpa` with a `simp only` that uses `happ`, followed by `exact`. No message points to that line, so nothing here shows that the change was needed.

After these edits no error is left:

```diff
@@ -28,4 +28,6 @@
 theorem planeWave_independent (G₀ : Grid) (S : Finset Grid) (d : Grid → ℂ)
     (h : ∀ x, ∑ G ∈ S, d G * planeWave G₀ G x = 0) : ∀ G ∈ S, d G = 0 := by
+  have happ : ∀ (K : Grid) (y : Multiplicative (Fin 3 → ℝ)),
+      waveChar G₀ K y = planeWave G₀ K (Multiplicative.toAdd y) := fun _ _ => rfl
   have hinj : Function.Injective (waveChar G₀) := by
     intro G G' hGG
@@ -42,6 +44,7 @@
           = ((K j : ℝ) + (G₀ j : ℝ) / 2) * t := by simp [Pi.single_apply]
       simp only [planeWave, e]
-    have hx : planeWave G₀ G (Pi.single j t) = planeWave G₀ G' (Pi.single j t) :=
-      DFunLike.congr_fun hGG (Multiplicative.ofAdd (Pi.single j t))
+    have hx := DFunLike.congr_fun hGG
+      (Multiplicative.ofAdd (Pi.single j t : Fin 3 → ℝ))
+    rw [happ G, happ G', toAdd_ofAdd] at hx
     have hp : ((G j : ℝ) + (G₀ j : ℝ) / 2) * t
         = ((G' j : ℝ) + (G₀ j : ℝ) / 2) * t + Real.pi := by linear_combination ht
@@ -56,5 +59,7 @@
   refine li S d ?_
   funext x
-  simpa [Finset.sum_apply, waveChar] using h (Multiplicative.toAdd x)
+  simp only [Finset.sum_apply, Pi.smul_apply, smul_eq_mul, Function.comp_apply, happ,
+    Pi.zero_apply]
+  exact h (Multiplicative.toAdd x)
 
 end
```
